# A spin-j multiplet has no nonzero proper subspace closed under all rotations

Q: Take spin 1/2 and keep only the up state. What exactly breaks?

A: Write $e_0$ for up and $e_1$ for down, with $\hbar=1$. A rotation by $a$ about $x$ gives

$$e^{-iaJ_x}e_0=\cos(a/2)\,e_0-i\sin(a/2)\,e_1,$$

which leaves the span of $e_0$ unless $\sin(a/2)=0$. Some other lines do survive every rotation about $x$, for example the span of $e_0+e_1$, but no line is closed under both ladder operators $J_\pm=J_x\pm iJ_y$, and therefore, as shown below, none is closed under all rotations. If $v=\alpha e_0+\beta e_1$ with $\beta\neq0$, then $J_+v=\beta e_0$ and $J_-e_0=e_1$, so a subspace that contains $v$ and is closed under both ladder operators contains everything.

Q: Does that survive for general $j$?

A: Yes. Let $N=2j$ and let $e_k$, $k=0,\dots,N$, have $m=j-k$. The ladder coefficient for raising $e_k$ satisfies

$$c_k^2=j(j+1)-m(m+1)=(j-m)(j+m+1)=k(N+1-k),$$

so $c_k>0$ for $1\le k\le N$. The ladder operators act as $J_+e_k=c_ke_{k-1}$ for $k\geq1$, $J_+e_0=0$, $J_-e_k=c_{k+1}e_{k+1}$ for $k<N$, and $J_-e_N=0$.

Let $W$ be a nonzero subspace invariant under $J_\pm$. Take a nonzero $v\in W$ and let $n$ be the largest index with $v_n\ne0$. Raising $n$ times removes every component with $k<n$ and leaves

$$J_+^n v=c_1c_2\cdots c_n\,v_n\,e_0 .$$

Hence $e_0\in W$. Then $e_{k+1}=J_-e_k/c_{k+1}$ puts every basis state in $W$, so $W$ is the whole space.

Q: That is about ladder operators. My basis set is rotated by finite angles.

A: Suppose $W$ is closed under finite rotations and $v\in W$. The quotient $(e^{-itJ_x}v-v)/t$ lies in $W$ for every real $t\neq0$. As $t\to0$ it tends to $-iJ_xv$, which is in $W$ because finite-dimensional subspaces are closed. The same holds for $J_y$, and $J_\pm=J_x\pm iJ_y$ then gives ladder invariance.

Now keep a nonempty proper set of components. Their span contains a kept $e_k$, so it is not zero; it misses every deleted one, so it is not everything. Some rotation must therefore carry one of its vectors outside.

Q: Are the matrices in the file the textbook ones, or something convenient?

A: They are the textbook ones. `N` is $2j$, so half-integer spins are included, and `magnetic N k` is $m$. `ladder N k` is $c_k$, written with the usual square root, which fixes the phase convention of real, nonnegative ladder entries.

In Lean 4 with Mathlib:

```lean
import Mathlib

open Matrix

namespace SpinShellIrreducibility

noncomputable section

/-- The magnetic quantum number `m = j - k` of the `k`-th state of a shell with `2j = N`. -/
def magnetic (N k : ℕ) : ℝ := (N : ℝ) / 2 - k

/-- The ladder coefficient `√(j(j+1) - m(m+1))` for raising the `k`-th state, with `2j = N`. -/
def ladder (N k : ℕ) : ℝ :=
  √((N : ℝ) / 2 * ((N : ℝ) / 2 + 1) - magnetic N k * (magnetic N k + 1))

/-- The raising matrix `J+` of spin `j = N/2`, in the basis `m = j, j-1, ..., -j`. -/
def Jplus (N : ℕ) : Matrix (Fin (N + 1)) (Fin (N + 1)) ℂ :=
  Matrix.of fun i k => if (i : ℕ) + 1 = (k : ℕ) then (ladder N (k : ℕ) : ℂ) else 0

/-- The lowering matrix `J-`, the adjoint of `J+`. -/
def Jminus (N : ℕ) : Matrix (Fin (N + 1)) (Fin (N + 1)) ℂ := (Jplus N)ᴴ

/-- The diagonal matrix `Jz` of magnetic quantum numbers. -/
def Jz (N : ℕ) : Matrix (Fin (N + 1)) (Fin (N + 1)) ℂ :=
  Matrix.diagonal fun k => (magnetic N (k : ℕ) : ℂ)

/-- The matrix `Jx = (J+ + J-)/2`. -/
def Jx (N : ℕ) : Matrix (Fin (N + 1)) (Fin (N + 1)) ℂ := (1 / 2 : ℂ) • (Jplus N + Jminus N)

/-- The matrix `Jy = (J+ - J-)/(2i)`. -/
def Jy (N : ℕ) : Matrix (Fin (N + 1)) (Fin (N + 1)) ℂ :=
  (-Complex.I / 2) • (Jplus N - Jminus N)
```

Q: Wigner matrices usually come with Euler angles.

A: Here a rotation is given by its vector $(a,b,c)$, whose direction is the axis and whose length is the angle. This describes the same set of rotations. The type `Fin (N + 1) → ℂ` holds the amplitudes, and `retained N S` is the complex span of the components kept in `S`.

```lean
/-- The Wigner rotation matrix `exp(-i(a Jx + b Jy + c Jz))` with rotation vector `(a, b, c)`. -/
def rotation (N : ℕ) (a b c : ℝ) : Matrix (Fin (N + 1)) (Fin (N + 1)) ℂ :=
  NormedSpace.exp ((-Complex.I) • ((a : ℂ) • Jx N + (b : ℂ) • Jy N + (c : ℂ) • Jz N))

/-- The span of the magnetic components kept in the set `S`. -/
def retained (N : ℕ) (S : Set (Fin (N + 1))) : Submodule ℂ (Fin (N + 1) → ℂ) :=
  Submodule.span ℂ ((fun k => Pi.single k (1 : ℂ)) '' S)
```

Q: What do the main theorems then say?

A: `spin_irreducible` says that a complex subspace `W` invariant under `Jplus N` and `Jminus N` is `⊥` (zero) or `⊤` (everything); invariance under $J_z$ is not assumed. `rotation_irreducible` draws the same conclusion from closure under every `rotation N a b c`. `truncated_shell_not_closed` says that if `S` is nonempty and not all of the components, there are a rotation and a retained vector that it moves out of the span. For $N=0$ no such `S` exists.

Q: Would raising alone do?

A: No. For spin 1/2 the span of $e_0$ is invariant under $J_+$ and $J_z$, yet it is neither zero nor everything. Invariance under those two together is not enough.

Q: And what does this mean for a d shell?

A: For a single shell taken in isolation, dropping some of its five functions makes the spanned space depend on the orientation of the axes. Real d functions are covered by `rotation_irreducible`, since it allows any complex subspace. The theorems don't say how large the effect on an energy is, and they don't treat several shells together.

Q: Then show me the proof. Where do the coefficients enter?

A: The first two lemmas give $c_k^2=k(N+1-k)$ and $c_k\ne0$ for $1\le k\le N$. The next two give the action of $J_+$ on amplitudes, $(J_+v)_i=c_{i+1}v_{i+1}$, and the entries of $J_-$.

```lean
/-- The squared ladder coefficient is `k(2j + 1 - k)` for `k ≤ 2j + 1`. -/
theorem ladder_sq (N k : ℕ) (hk : k ≤ N + 1) :
    ladder N k ^ 2 = (k : ℝ) * ((N : ℝ) + 1 - k) := by
  have h1 : (k : ℝ) ≤ (N : ℝ) + 1 := by exact_mod_cast hk
  have h2 : 0 ≤ (k : ℝ) * ((N : ℝ) + 1 - k) := mul_nonneg (Nat.cast_nonneg k) (by linarith)
  have e : (N : ℝ) / 2 * ((N : ℝ) / 2 + 1) - magnetic N k * (magnetic N k + 1)
      = (k : ℝ) * ((N : ℝ) + 1 - k) := by
    unfold magnetic
    ring
  rw [ladder, e, Real.sq_sqrt h2]

/-- Every state below the highest one has a nonzero raising coefficient. -/
theorem ladder_ne_zero (N k : ℕ) (h1 : 1 ≤ k) (h2 : k ≤ N) : (ladder N k : ℂ) ≠ 0 := by
  intro h
  have h0 : ladder N k = 0 := Complex.ofReal_eq_zero.mp h
  have hs := ladder_sq N k (by omega)
  have h3 : (1 : ℝ) ≤ k := by exact_mod_cast h1
  have h4 : (k : ℝ) ≤ N := by exact_mod_cast h2
  have h5 : 0 < (k : ℝ) * ((N : ℝ) + 1 - k) := mul_pos (by linarith) (by linarith)
  rw [← hs, h0] at h5
  norm_num at h5

/-- `J+` moves each amplitude up one step, times its ladder coefficient; the lowest state
receives nothing. -/
theorem Jplus_mulVec (N : ℕ) (v : Fin (N + 1) → ℂ) (i : Fin (N + 1)) :
    (Jplus N *ᵥ v) i =
      if h : (i : ℕ) + 1 < N + 1 then (ladder N ((i : ℕ) + 1) : ℂ) * v ⟨(i : ℕ) + 1, h⟩
      else 0 := by
  simp only [Matrix.mulVec, dotProduct]
  split_ifs with h
  · rw [Finset.sum_eq_single ⟨(i : ℕ) + 1, h⟩]
    · simp [Jplus]
    · intro l _ hl
      have hne : (i : ℕ) + 1 ≠ (l : ℕ) := fun e => hl (Fin.ext e.symm)
      simp [Jplus, hne]
    · simp
  · refine Finset.sum_eq_zero fun l _ => ?_
    have hne : (i : ℕ) + 1 ≠ (l : ℕ) := by
      have := l.isLt
      omega
    simp [Jplus, hne]

/-- The entries of `J-`: the state `k` is lowered to the state `k + 1` only. -/
theorem Jminus_apply (N : ℕ) (i k : Fin (N + 1)) :
    Jminus N i k = if (k : ℕ) + 1 = (i : ℕ) then (ladder N (i : ℕ) : ℂ) else 0 := by
  simp only [Jminus, Jplus, Matrix.conjTranspose_apply, Matrix.of_apply]
  split_ifs <;> simp
```

Q: Is the angular momentum algebra put in by hand?

A: $[J_+,J_-]=2J_z$ is derived. Both products are diagonal, and the difference of their entries is $c_{k+1}^2-c_k^2=N-2k=2m$. The irreducibility proof doesn't use it; it confirms that the matrices are normalised correctly.

```lean
/-- The matrices obey the angular momentum relation `[J+, J-] = 2 Jz`. -/
theorem commutator_Jplus_Jminus (N : ℕ) :
    Jplus N * Jminus N - Jminus N * Jplus N = (2 : ℂ) • Jz N := by
  -- both products are diagonal, with squared ladder coefficients as entries
  have hP : ∀ i k, (Jplus N * Jminus N) i k =
      if i = k then (ladder N ((i : ℕ) + 1) : ℂ) ^ 2 else 0 := by
    intro i k
    have e : (Jplus N * Jminus N) i k = (Jplus N *ᵥ fun l => Jminus N l k) i := rfl
    rw [e, Jplus_mulVec]
    by_cases h : (i : ℕ) + 1 < N + 1
    · rw [dif_pos h, Jminus_apply]
      by_cases hik : i = k
      · subst hik
        simp [sq]
      · have hne : (k : ℕ) ≠ (i : ℕ) := fun e => hik (Fin.ext e.symm)
        simp [hik, hne]
    · have hi : (i : ℕ) = N := by
        have := i.isLt
        omega
      have hz : ladder N ((i : ℕ) + 1) ^ 2 = 0 := by
        rw [ladder_sq N _ (by omega), hi]
        push_cast
        ring
      have hz' : (ladder N ((i : ℕ) + 1) : ℂ) ^ 2 = 0 := by exact_mod_cast hz
      rw [dif_neg h, hz', ite_self]
  have hM : ∀ i k, (Jminus N * Jplus N) i k =
      if i = k then (ladder N (i : ℕ) : ℂ) ^ 2 else 0 := by
    intro i k
    rw [Matrix.mul_apply]
    by_cases h : (i : ℕ) = 0
    · have hz : ladder N (i : ℕ) ^ 2 = 0 := by
        rw [ladder_sq N _ (by omega), h]
        simp
      have hz' : (ladder N (i : ℕ) : ℂ) ^ 2 = 0 := by exact_mod_cast hz
      rw [hz', ite_self]
      refine Finset.sum_eq_zero fun l _ => ?_
      rw [Jminus_apply, if_neg (by omega), zero_mul]
    · have hlt : (i : ℕ) - 1 < N + 1 := by
        have := i.isLt
        omega
      have hs : (i : ℕ) - 1 + 1 = (i : ℕ) := by omega
      rw [Finset.sum_eq_single ⟨(i : ℕ) - 1, hlt⟩]
      · by_cases hik : i = k
        · subst hik
          simp [Jminus_apply, Jplus, hs, sq]
        · have hne : (i : ℕ) ≠ (k : ℕ) := fun e => hik (Fin.ext e)
          simp [Jplus, hs, hik, hne]
      · intro l _ hl
        have hne : (l : ℕ) + 1 ≠ (i : ℕ) := fun e =>
          hl (Fin.ext (show (l : ℕ) = (i : ℕ) - 1 by omega))
        rw [Jminus_apply, if_neg hne, zero_mul]
      · simp
  ext i k
  rw [Matrix.sub_apply, hP, hM, Matrix.smul_apply, Jz, Matrix.diagonal_apply, smul_eq_mul]
  by_cases hik : i = k
  · have hr : ladder N ((i : ℕ) + 1) ^ 2 - ladder N (i : ℕ) ^ 2 = 2 * magnetic N (i : ℕ) := by
      have := i.isLt
      rw [ladder_sq N _ (by omega), ladder_sq N _ (by omega), magnetic]
      push_cast
      ring
    rw [if_pos hik, if_pos hik, if_pos hik]
    exact_mod_cast hr
  · simp [hik]
```

Q: How does repeated raising appear?

A: As an induction on a bound `n` beyond which all amplitudes vanish. If the amplitude at `n + 1` is nonzero, $J_+$ is applied once and the bound drops by one; if it is zero, the bound drops anyway. At bound zero, $v$ is a multiple of $e_0$.

```lean
/-- A nonzero subspace invariant under `J+` contains the highest state `m = j`. -/
theorem highest_state_mem (N : ℕ) (W : Submodule ℂ (Fin (N + 1) → ℂ)) (hW : W ≠ ⊥)
    (hp : ∀ v ∈ W, Jplus N *ᵥ v ∈ W) : Pi.single (0 : Fin (N + 1)) (1 : ℂ) ∈ W := by
  -- induction on an upper bound for the index of the lowest occupied component
  have key : ∀ n : ℕ, ∀ v ∈ W, v ≠ 0 → (∀ i : Fin (N + 1), n < (i : ℕ) → v i = 0) →
      Pi.single (0 : Fin (N + 1)) (1 : ℂ) ∈ W := by
    intro n
    induction n with
    | zero =>
      intro v hv hv0 hs
      have e : v = v 0 • Pi.single (0 : Fin (N + 1)) (1 : ℂ) := by
        ext i
        by_cases hi : i = 0
        · subst hi
          simp
        · have hvi : v i = 0 := hs i (Nat.pos_of_ne_zero fun e => hi (Fin.ext e))
          simp [hvi, hi]
      have h0 : v 0 ≠ 0 := by
        intro h0
        apply hv0
        rw [e, h0, zero_smul]
      have e2 : Pi.single (0 : Fin (N + 1)) (1 : ℂ) = (v 0)⁻¹ • v := by
        rw [eq_inv_smul_iff₀ h0]
        exact e.symm
      rw [e2]
      exact W.smul_mem _ hv
    | succ n ih =>
      intro v hv hv0 hs
      by_cases hc : ∃ i : Fin (N + 1), (i : ℕ) = n + 1 ∧ v i ≠ 0
      · obtain ⟨i, hi, hvi⟩ := hc
        have hlt : n + 1 < N + 1 := hi ▸ i.isLt
        have hi' : i = ⟨n + 1, hlt⟩ := Fin.ext hi
        refine ih (Jplus N *ᵥ v) (hp v hv) ?_ ?_
        · intro hz
          have hn := congrFun hz ⟨n, by omega⟩
          rw [Jplus_mulVec, dif_pos hlt] at hn
          rcases mul_eq_zero.mp hn with h | h
          · exact ladder_ne_zero N (n + 1) (by omega) (by omega) h
          · exact hvi (by rw [hi']; exact h)
        · intro k hk
          rw [Jplus_mulVec]
          split_ifs with h1
          · rw [hs ⟨(k : ℕ) + 1, h1⟩ (show n + 1 < (k : ℕ) + 1 by omega), mul_zero]
          · rfl
      · refine ih v hv hv0 fun k hk => ?_
        by_cases hk1 : (k : ℕ) = n + 1
        · by_contra hne
          exact hc ⟨k, hk1, hne⟩
        · exact hs k (by omega)
  obtain ⟨v, hv, hv0⟩ := W.exists_mem_ne_zero_of_ne_bot hW
  refine key N v hv hv0 fun i hi => ?_
  have := i.isLt
  omega
```

A second induction lowers $e_0$ through the multiplet, and expanding an arbitrary vector in the basis finishes the argument.

```lean
/-- Irreducibility of the spin-`j` shell: a complex subspace invariant under `J+` and `J-`
is zero or the whole space. -/
theorem spin_irreducible (N : ℕ) (W : Submodule ℂ (Fin (N + 1) → ℂ))
    (hp : ∀ v ∈ W, Jplus N *ᵥ v ∈ W) (hm : ∀ v ∈ W, Jminus N *ᵥ v ∈ W) :
    W = ⊥ ∨ W = ⊤ := by
  by_cases hW : W = ⊥
  · exact Or.inl hW
  right
  -- lowering the highest state reaches every basis state
  have hall : ∀ (n : ℕ) (hn : n < N + 1), Pi.single (⟨n, hn⟩ : Fin (N + 1)) (1 : ℂ) ∈ W := by
    intro n
    induction n with
    | zero => exact fun _ => highest_state_mem N W hW hp
    | succ n ih =>
      intro hn
      have hl := ladder_ne_zero N (n + 1) (by omega) (by omega)
      have e : Pi.single (⟨n + 1, hn⟩ : Fin (N + 1)) (1 : ℂ) = (ladder N (n + 1) : ℂ)⁻¹ •
          (Jminus N *ᵥ Pi.single (⟨n, by omega⟩ : Fin (N + 1)) (1 : ℂ)) := by
        rw [eq_inv_smul_iff₀ hl]
        ext i
        by_cases hi : i = ⟨n + 1, hn⟩
        · subst hi
          simp [Jminus_apply]
        · have hne : n + 1 ≠ (i : ℕ) := fun e => hi (Fin.ext e.symm)
          simp [Jminus_apply, hi, hne]
      rw [e]
      exact W.smul_mem _ (hm _ (ih (by omega)))
  rw [Submodule.eq_top_iff']
  intro v
  have e : v = ∑ k, v k • Pi.single k (1 : ℂ) := by
    ext i
    simp [Finset.sum_apply, Pi.single_apply]
  rw [e]
  exact W.sum_mem fun k _ => W.smul_mem _ (hall k k.isLt)
```

Q: And the derivative?

A: `generator_mem` treats any matrix $A$: it differentiates $e^{tA}v$ at $t=0$ and uses that the difference quotients stay in the closed set `W`.

```lean
/-- A subspace closed under `exp(tA)` for all real `t` is closed under the generator `A`. -/
theorem generator_mem {d : ℕ} (A : Matrix (Fin d) (Fin d) ℂ) (W : Submodule ℂ (Fin d → ℂ))
    (h : ∀ t : ℝ, ∀ v ∈ W, NormedSpace.exp ((t : ℂ) • A) *ᵥ v ∈ W) :
    ∀ v ∈ W, A *ᵥ v ∈ W := by
  intro v hv
  let _ : NormedRing (Matrix (Fin d) (Fin d) ℂ) := Matrix.linftyOpNormedRing
  let _ : NormedAlgebra ℝ (Matrix (Fin d) (Fin d) ℂ) := Matrix.linftyOpNormedAlgebra
  have hd : HasDerivAt (fun t : ℝ => NormedSpace.exp (t • A)) A 0 := by
    have h0 := hasDerivAt_exp_smul_const (𝕂 := ℝ) A (0 : ℝ)
    simp only [zero_smul, NormedSpace.exp_zero, one_mul] at h0
    exact h0
  let L : Matrix (Fin d) (Fin d) ℂ →ₗ[ℝ] (Fin d → ℂ) :=
    { toFun := fun M => M *ᵥ v
      map_add' := fun M M' => Matrix.add_mulVec M M' v
      map_smul' := by
        intro r M
        ext i
        simp [Matrix.mulVec, dotProduct, Finset.mul_sum, mul_assoc] }
  have hf : HasDerivAt (fun t : ℝ => L (NormedSpace.exp (t • A))) (L A) 0 :=
    (LinearMap.toContinuousLinearMap L).hasFDerivAt.comp_hasDerivAt 0 hd
  have hmem : ∀ t : ℝ, L (NormedSpace.exp (t • A)) ∈ W := by
    intro t
    have e : (t : ℂ) • A = t • A := by
      ext i j
      simp [Matrix.smul_apply]
    have ht := h t v hv
    rw [e] at ht
    exact ht
  -- difference quotients stay in the subspace, which is closed
  refine (Submodule.closed_of_finiteDimensional W).mem_of_tendsto
    (hasDerivAt_iff_tendsto_slope.mp hf) (Filter.Eventually.of_forall fun t => ?_)
  rw [slope_def_module]
  exact W.smul_of_tower_mem _ (W.sub_mem (hmem t) (hmem 0))
```

It is applied to $-iJ_x$ and $-iJ_y$, and the identities `ep` and `em` rebuild $J_\pm$ from them.

```lean
/-- A complex subspace of the shell closed under all rotations is zero or the whole space. -/
theorem rotation_irreducible (N : ℕ) (W : Submodule ℂ (Fin (N + 1) → ℂ))
    (h : ∀ a b c : ℝ, ∀ v ∈ W, rotation N a b c *ᵥ v ∈ W) : W = ⊥ ∨ W = ⊤ := by
  have hx := generator_mem ((-Complex.I) • Jx N) W fun t v hv => by
    have e : (-Complex.I) • ((t : ℂ) • Jx N + ((0 : ℝ) : ℂ) • Jy N + ((0 : ℝ) : ℂ) • Jz N)
        = (t : ℂ) • ((-Complex.I) • Jx N) := by
      rw [Complex.ofReal_zero]
      module
    have ht := h t 0 0 v hv
    rwa [rotation, e] at ht
  have hy := generator_mem ((-Complex.I) • Jy N) W fun t v hv => by
    have e : (-Complex.I) • (((0 : ℝ) : ℂ) • Jx N + (t : ℂ) • Jy N + ((0 : ℝ) : ℂ) • Jz N)
        = (t : ℂ) • ((-Complex.I) • Jy N) := by
      rw [Complex.ofReal_zero]
      module
    have ht := h 0 t 0 v hv
    rwa [rotation, e] at ht
  -- recover the ladder matrices from the generators about x and y
  have ep : Jplus N = Complex.I • ((-Complex.I) • Jx N) - (-Complex.I) • Jy N := by
    ext i k
    simp only [Jx, Jy, Matrix.sub_apply, Matrix.add_apply, Matrix.smul_apply, smul_eq_mul]
    linear_combination (Jplus N i k) * Complex.I_sq
  have em : Jminus N = Complex.I • ((-Complex.I) • Jx N) + (-Complex.I) • Jy N := by
    ext i k
    simp only [Jx, Jy, Matrix.sub_apply, Matrix.add_apply, Matrix.smul_apply, smul_eq_mul]
    linear_combination (Jminus N i k) * Complex.I_sq
  refine spin_irreducible N W (fun v hv => ?_) (fun v hv => ?_)
  · rw [ep, Matrix.sub_mulVec, Matrix.smul_mulVec]
    exact W.sub_mem (W.smul_mem _ (hx v hv)) (hy v hv)
  · rw [em, Matrix.add_mulVec, Matrix.smul_mulVec]
    exact W.add_mem (W.smul_mem _ (hx v hv)) (hy v hv)
```

The last proof assumes that the retained span is closed under all rotations. A kept component then rules out `⊥`, and a deleted one, whose amplitude vanishes throughout the span, rules out `⊤`.

```lean
/-- If some but not all magnetic components of a shell are deleted, some rotation carries
a vector of the retained span out of that span. -/
theorem truncated_shell_not_closed (N : ℕ) (S : Set (Fin (N + 1))) (hS : S.Nonempty)
    (hS' : S ≠ Set.univ) :
    ∃ a b c : ℝ, ∃ v ∈ retained N S, rotation N a b c *ᵥ v ∉ retained N S := by
  by_contra hcon
  have hclosed : ∀ a b c : ℝ, ∀ v ∈ retained N S, rotation N a b c *ᵥ v ∈ retained N S := by
    intro a b c v hv
    by_contra hn
    exact hcon ⟨a, b, c, v, hv, hn⟩
  rcases rotation_irreducible N _ hclosed with h | h
  · -- a kept component is a nonzero vector of the span
    obtain ⟨k, hk⟩ := hS
    have hmem : Pi.single k (1 : ℂ) ∈ retained N S := Submodule.subset_span ⟨k, hk, rfl⟩
    rw [h, Submodule.mem_bot] at hmem
    have h1 := congrFun hmem k
    simp at h1
  · -- a deleted component has zero amplitude throughout the span
    obtain ⟨k, hk⟩ := (Set.ne_univ_iff_exists_notMem S).mp hS'
    have hle : retained N S ≤ LinearMap.ker (LinearMap.proj k : (Fin (N + 1) → ℂ) →ₗ[ℂ] ℂ) := by
      refine Submodule.span_le.mpr ?_
      rintro _ ⟨l, hl, rfl⟩
      have hne : k ≠ l := fun e => hk (e ▸ hl)
      simp [hne]
    have hmem : Pi.single k (1 : ℂ) ∈ retained N S := by
      rw [h]
      exact Submodule.mem_top
    have h1 := hle hmem
    simp at h1

end

end SpinShellIrreducibility
```

```lean
#print axioms SpinShellIrreducibility.commutator_Jplus_Jminus
-- 'SpinShellIrreducibility.commutator_Jplus_Jminus' depends on axioms: [propext, Classical.choice, Quot.sound]
#print axioms SpinShellIrreducibility.rotation_irreducible
-- 'SpinShellIrreducibility.rotation_irreducible' depends on axioms: [propext, Classical.choice, Quot.sound]
#print axioms SpinShellIrreducibility.truncated_shell_not_closed
-- 'SpinShellIrreducibility.truncated_shell_not_closed' depends on axioms: [propext, Classical.choice, Quot.sound]
```
